# For normalised orbitals on a finite grid, the overlap diagnostic Λ equals 1 exactly when every contributing pair has equal moduli

Take two sites, 0 and 1, and an excitation from the orbital (cos θ, sin θ) to the orbital (−sin θ, cos θ). The two are orthogonal at every θ. To spot charge-transfer excitations in time-dependent DFT I compute Λ, the average of ∑ₓ |f(x)||g(x)| over the occupied–virtual pairs, weighted by their squared amplitudes. For this single pair it gives 0 at θ = 0, but 1 at θ = 45°. How can orthogonal orbitals have full overlap? And when many pairs contribute, can Λ exceed 1, and what does Λ = 1 say about the orbitals?

## Λ compares moduli, so signs and phases cannot cancel

At θ = 45° the orbitals are (1, 1)/√2 and (−1, 1)/√2. Their inner product is −1/2 + 1/2 = 0. Λ takes moduli before summing and gets 1/2 + 1/2 = 1: both orbitals spread the electron equally over the two sites. At θ = 0 the electron moves entirely from site 0 to site 1, and Λ = 0. In between,

O = |cos θ||sin θ| + |sin θ||cos θ| = |sin 2θ|,

so orthogonal orbitals can give any value from 0 to 1.

For any normalised pair f, g with O = ∑ₓ |f(x)||g(x)|, expand the square:

∑ₓ (|f(x)| − |g(x)|)² = ∑ₓ |f(x)|² + ∑ₓ |g(x)|² − 2O = 2 − 2O.

Hence 1 − O is half the summed squared difference of the moduli.

Now let pair p have orbitals f_p, g_p, overlap O_p and real amplitude c_p. Put W = ∑ₚ c_p², which is positive because some amplitude is nonzero. Then

Λ = (∑ₚ c_p² O_p) / W,

1 − Λ = (∑ₚ c_p² (1 − O_p)) / W = (∑ₚ c_p² ∑ₓ (|f_p(x)| − |g_p(x)|)²) / (2W).

The right-hand side is nonnegative, so Λ ≤ 1; every term of Λ itself is nonnegative, so Λ ≥ 0. If Λ = 1, a sum of nonnegative terms vanishes, so each term does, and |f_p(x)| = |g_p(x)| at every x whenever c_p ≠ 0. Conversely, equal moduli make the right-hand side zero.

At the other end, Λ > 0 exactly when some pair with c_p ≠ 0 has a grid point where both orbitals are nonzero. Only such a point contributes a positive term.

## Two pairs in numbers

In a spin-unrestricted calculation, spin-up and spin-down electrons can have different orbitals. Let pair 1, for spin up, be (4/5, 3/5) and (−3/5, 4/5) with amplitude 2, and pair 2, for spin down, be (1, 0) and (0, 1) with amplitude −1. The overlaps are 24/25 and 0, so

Λ = (4 · 24/25 + 1 · 0) / 5 = 96/125 = 0.768.

The summed squared differences are 2/25 and 2, and the deficit formula gives

1 − Λ = (4 · 2/25 + 1 · 2) / 10 = 0.232.

## Orbitals, amplitudes and grid in Lean

The finite types `X` and `P` label grid points and orbital pairs. An orbital is a function `X → ℂ`, and `IsNormalized` says that its squared moduli sum to one: an electron in that orbital would be found somewhere on the grid with probability one. The name `overlap` denotes the sum of products of moduli, not the usual inner product. The amplitudes `c : P → ℝ` may have either sign, and `hc` says that the excitation has at least one nonzero amplitude.

The main theorem, `diagnostic_mem_Icc_and_eq_one_iff`, assumes `hc` and normalisation of every orbital, including those with zero amplitude. It concludes that Λ lies in `Set.Icc (0 : ℝ) 1`, the closed interval, and that it equals 1 exactly under the condition on moduli. Orthogonality is not assumed, and the amplitudes are given, not computed from a response equation.

`diagnostic_pos_iff` needs neither normalisation nor `hc`: if all amplitudes vanish, Lean sets 0/0 to 0 and both sides are false. `two_site_overlap` states normalisation, orthogonality and the value |sin 2θ| for the opening example. The names `lowerOrbital` and `upperOrbital` carry no energies, since there is no Hamiltonian.

There is no quadrature weight in the sums. With positive weights w(x), set f(x) = √w(x) φ(x), where φ is the spatial orbital; the sums then become quadrature sums. The passage from these to integrals over continuous space is the step that the hypotheses leave open.

```lean
import Mathlib

open Finset

namespace ChargeTransferDiagnostic

noncomputable section

variable {X P : Type*} [Fintype X] [Fintype P]

/-- An orbital on a finite grid is normalised when its squared moduli sum to one. -/
def IsNormalized (f : X → ℂ) : Prop := ∑ x, ‖f x‖ ^ 2 = 1

/-- The spatial overlap of two orbitals: the sum over the grid of the product of their moduli. -/
def overlap (f g : X → ℂ) : ℝ := ∑ x, ‖f x‖ * ‖g x‖

/-- The diagnostic `Λ` of an excitation: the mean spatial overlap of the orbital pairs `f p`, `g p`,
weighted by the squares of the amplitudes `c p` when these are not all zero, and `0` when they all
vanish. -/
def diagnostic (c : P → ℝ) (f g : P → X → ℂ) : ℝ :=
  (∑ p, c p ^ 2 * overlap (f p) (g p)) / ∑ p, c p ^ 2

/-- For two normalised orbitals, the spatial overlap falls short of one by half the summed
squared difference of their moduli. -/
theorem one_sub_overlap {f g : X → ℂ} (hf : IsNormalized f) (hg : IsNormalized g) :
    1 - overlap f g = (∑ x, (‖f x‖ - ‖g x‖) ^ 2) / 2 := by
  -- expand the square under the sum
  have h : ∑ x, (‖f x‖ - ‖g x‖) ^ 2
      = ∑ x, ‖f x‖ ^ 2 + ∑ x, ‖g x‖ ^ 2 - 2 * overlap f g := by
    unfold overlap
    rw [Finset.mul_sum, ← Finset.sum_add_distrib, ← Finset.sum_sub_distrib]
    exact Finset.sum_congr rfl fun x _ => by ring
  unfold IsNormalized at hf hg
  rw [h, hf, hg]
  ring

/-- If some amplitude is nonzero, the sum of the squared amplitudes is positive. -/
theorem weight_pos {c : P → ℝ} (hc : ∃ p, c p ≠ 0) : 0 < ∑ p, c p ^ 2 := by
  obtain ⟨p, hp⟩ := hc
  exact Finset.sum_pos' (fun q _ => sq_nonneg (c q)) ⟨p, Finset.mem_univ p, by positivity⟩

/-- For normalised orbitals and amplitudes not all zero, `1 - Λ` is half the weighted mean of
the summed squared differences between the orbital moduli. -/
theorem one_sub_diagnostic {c : P → ℝ} {f g : P → X → ℂ} (hc : ∃ p, c p ≠ 0)
    (hf : ∀ p, IsNormalized (f p)) (hg : ∀ p, IsNormalized (g p)) :
    1 - diagnostic c f g
      = (∑ p, c p ^ 2 * ∑ x, (‖f p x‖ - ‖g p x‖) ^ 2) / (2 * ∑ p, c p ^ 2) := by
  have hW := weight_pos hc
  -- insert the single-pair identity into the weighted sum
  have hs : ∑ p, c p ^ 2 * ∑ x, (‖f p x‖ - ‖g p x‖) ^ 2
      = 2 * (∑ p, c p ^ 2 - ∑ p, c p ^ 2 * overlap (f p) (g p)) := by
    rw [← Finset.sum_sub_distrib, Finset.mul_sum]
    refine Finset.sum_congr rfl fun p _ => ?_
    have h := one_sub_overlap (hf p) (hg p)
    linear_combination (-2 * c p ^ 2) * h
  unfold diagnostic
  rw [hs, mul_div_mul_left _ _ (two_ne_zero : (2 : ℝ) ≠ 0), sub_div, div_self hW.ne']

/-- For normalised orbitals and amplitudes not all zero, `Λ` lies between zero and one, and it
equals one exactly when the two orbitals of every pair with nonzero amplitude have equal moduli
at every grid point. -/
theorem diagnostic_mem_Icc_and_eq_one_iff {c : P → ℝ} {f g : P → X → ℂ}
    (hc : ∃ p, c p ≠ 0) (hf : ∀ p, IsNormalized (f p)) (hg : ∀ p, IsNormalized (g p)) :
    diagnostic c f g ∈ Set.Icc (0 : ℝ) 1 ∧
      (diagnostic c f g = 1 ↔ ∀ p, c p ≠ 0 → ∀ x, ‖f p x‖ = ‖g p x‖) := by
  have hW := weight_pos hc
  have h := one_sub_diagnostic hc hf hg
  have h0 : 0 ≤ diagnostic c f g := by
    unfold diagnostic overlap
    positivity
  have hD : 0 ≤ (∑ p, c p ^ 2 * ∑ x, (‖f p x‖ - ‖g p x‖) ^ 2) / (2 * ∑ p, c p ^ 2) := by
    positivity
  refine ⟨⟨h0, by linarith⟩, ?_, ?_⟩
  · intro h1 p hp x
    rw [h1, sub_self] at h
    -- a vanishing sum of nonnegative terms vanishes term by term
    have hz : ∑ p, c p ^ 2 * ∑ x, (‖f p x‖ - ‖g p x‖) ^ 2 = 0 := by
      rcases div_eq_zero_iff.mp h.symm with h2 | h2
      · exact h2
      · exfalso
        linarith
    have hp0 := (Finset.sum_eq_zero_iff_of_nonneg
      (fun p _ => by positivity)).mp hz p (Finset.mem_univ p)
    have hx0 : ∑ x, (‖f p x‖ - ‖g p x‖) ^ 2 = 0 :=
      (mul_eq_zero.mp hp0).resolve_left (pow_ne_zero 2 hp)
    have hx := (Finset.sum_eq_zero_iff_of_nonneg
      (fun x _ => sq_nonneg _)).mp hx0 x (Finset.mem_univ x)
    exact sub_eq_zero.mp ((pow_eq_zero_iff two_ne_zero).mp hx)
  · intro heq
    have hz : ∑ p, c p ^ 2 * ∑ x, (‖f p x‖ - ‖g p x‖) ^ 2 = 0 := by
      refine Finset.sum_eq_zero fun p _ => ?_
      by_cases hp : c p = 0
      · simp [hp]
      · simp [heq p hp]
    rw [hz, zero_div] at h
    linarith

/-- `Λ` is positive exactly when some pair with nonzero amplitude has a grid point at which both
of its orbitals are nonzero. -/
theorem diagnostic_pos_iff {c : P → ℝ} {f g : P → X → ℂ} :
    0 < diagnostic c f g ↔ ∃ p, c p ≠ 0 ∧ ∃ x, f p x ≠ 0 ∧ g p x ≠ 0 := by
  constructor
  · intro h
    by_contra hn
    -- without a common point every term of the numerator vanishes
    have hz : ∑ p, c p ^ 2 * overlap (f p) (g p) = 0 := by
      refine Finset.sum_eq_zero fun p _ => ?_
      by_cases hp : c p = 0
      · simp [hp]
      · have ho : overlap (f p) (g p) = 0 := by
          unfold overlap
          refine Finset.sum_eq_zero fun x _ => ?_
          by_cases hx : f p x = 0
          · simp [hx]
          · have hgx : g p x = 0 := by
              by_contra hgx
              exact hn ⟨p, hp, x, hx, hgx⟩
            simp [hgx]
        rw [ho, mul_zero]
    unfold diagnostic at h
    rw [hz, zero_div] at h
    exact lt_irrefl _ h
  · rintro ⟨p, hp, x, hx, hgx⟩
    have ho : 0 < overlap (f p) (g p) := by
      unfold overlap
      exact Finset.sum_pos' (fun y _ => mul_nonneg (norm_nonneg _) (norm_nonneg _))
        ⟨x, Finset.mem_univ x, mul_pos (norm_pos_iff.mpr hx) (norm_pos_iff.mpr hgx)⟩
    unfold diagnostic
    refine div_pos (Finset.sum_pos' (fun q _ => ?_)
      ⟨p, Finset.mem_univ p, mul_pos (by positivity) ho⟩) (weight_pos ⟨p, hp⟩)
    unfold overlap
    positivity

/-- The two-site orbital with amplitudes `cos θ` and `sin θ`. -/
def lowerOrbital (θ : ℝ) : Fin 2 → ℂ := ![(Real.cos θ : ℂ), (Real.sin θ : ℂ)]

/-- The two-site orbital with amplitudes `-sin θ` and `cos θ`. -/
def upperOrbital (θ : ℝ) : Fin 2 → ℂ := ![-(Real.sin θ : ℂ), (Real.cos θ : ℂ)]

/-- The two-site orbitals with mixing angle `θ` are normalised and orthogonal, and their spatial
overlap is `|sin 2θ|`. -/
theorem two_site_overlap (θ : ℝ) :
    IsNormalized (lowerOrbital θ) ∧ IsNormalized (upperOrbital θ) ∧
      ∑ x, starRingEnd ℂ (lowerOrbital θ x) * upperOrbital θ x = 0 ∧
      overlap (lowerOrbital θ) (upperOrbital θ) = |Real.sin (2 * θ)| := by
  refine ⟨?_, ?_, ?_, ?_⟩
  · simp only [IsNormalized, lowerOrbital, Fin.sum_univ_two, Matrix.cons_val_zero,
      Matrix.cons_val_one, Complex.norm_real, Real.norm_eq_abs, sq_abs]
    exact Real.cos_sq_add_sin_sq θ
  · simp only [IsNormalized, upperOrbital, Fin.sum_univ_two, Matrix.cons_val_zero,
      Matrix.cons_val_one, norm_neg, Complex.norm_real, Real.norm_eq_abs, sq_abs]
    exact Real.sin_sq_add_cos_sq θ
  · simp only [lowerOrbital, upperOrbital, Fin.sum_univ_two, Matrix.cons_val_zero,
      Matrix.cons_val_one, Complex.conj_ofReal]
    ring
  · simp only [overlap, lowerOrbital, upperOrbital, Fin.sum_univ_two, Matrix.cons_val_zero,
      Matrix.cons_val_one, norm_neg, Complex.norm_real, Real.norm_eq_abs]
    rw [Real.sin_two_mul, abs_mul, abs_mul, abs_two]
    ring

end

end ChargeTransferDiagnostic
```

```lean
#print axioms ChargeTransferDiagnostic.diagnostic_mem_Icc_and_eq_one_iff
-- 'ChargeTransferDiagnostic.diagnostic_mem_Icc_and_eq_one_iff' depends on axioms: [propext, Classical.choice, Quot.sound]
#print axioms ChargeTransferDiagnostic.diagnostic_pos_iff
-- 'ChargeTransferDiagnostic.diagnostic_pos_iff' depends on axioms: [propext, Classical.choice, Quot.sound]
#print axioms ChargeTransferDiagnostic.two_site_overlap
-- 'ChargeTransferDiagnostic.two_site_overlap' depends on axioms: [propext, Classical.choice, Quot.sound]
```

## From the expanded square to the equality case

`one_sub_overlap` is the expansion for one pair: the sums are merged, `ring` checks the identity at each grid point, and normalisation replaces two of the sums by 1. `weight_pos` gives W > 0.

`one_sub_diagnostic` inserts the single-pair identity into the weighted sum. Its `linear_combination` step multiplies that identity by −2c_p², and the final rewrite cancels the factor 2 and uses W/W = 1.

In the main theorem, `positivity` shows that Λ and the deficit are nonnegative, which gives both bounds. For Λ = 1, `Finset.sum_eq_zero_iff_of_nonneg` is used twice, first over pairs and then over grid points. Between the two uses, the nonzero factor c_p² is removed. The converse shows that each term of the deficit is zero, either because c_p = 0 or because the moduli agree.

`diagnostic_pos_iff` argues by contradiction in one direction: without a common point, the numerator is zero. In the other, a common point supplies one strictly positive term. The two-site theorem writes out the sums over two sites and uses cos²θ + sin²θ = 1 and the double-angle formula.

## Where Λ enters a TDDFT calculation

After a linear-response calculation with real orbitals, each excited state has excitation and de-excitation amplitudes X_ia and Y_ia for occupied orbital i and virtual orbital a (this X is unrelated to the grid type `X`). One takes p = (i, a) and c_p = X_ia + Y_ia, evaluates the orbitals on the quadrature grid, sums the products of moduli with the quadrature weights, and averages over the pairs with weights c_p². A small Λ warns of charge-transfer or Rydberg character, for both of which semilocal functionals often give excitation energies that are too low. For orbitals normalised on a finite grid, the result fixes what the top of the scale means: Λ = 1 says that the two orbitals of each contributing pair have equal densities at every grid point, but it does not guarantee an accurate excitation energy.
